# The phonon term of the linearised Eliashberg equations on finitely many Matsubara frequencies: a pair sum with soft and stiff limits

Take finitely many distinct Matsubara frequencies w_n with signs s_n = ±1, and real amplitudes x_n = Δ_n/|w_n|, where Δ_n is the gap. A phonon of frequency W > 0, entering the electron-phonon spectral function α²F with unit weight, couples them through

L_nm(W) = 2W/(W² + (w_n − w_m)²).

Its term in the linearised Eliashberg quadratic form, without the prefactor πT, is

G(W) = Σ_n Σ_m L_nm(W) (x_n x_m − s_n s_m x_n²).

The first part is pairing, the second mass renormalisation. I believe that G is a sum over pairs n ≠ m with weights

c_nm = −(s_n s_m/2)(x_n − s_n s_m x_m)²,

that G/W has a finite limit as W → 0⁺, and that WG → 2 Σ_{n≠m} c_nm as W → ∞, all at fixed x_n. Can this be made rigorous and machine-checked?

## Completing the square over pairs

Yes. Write σ = s_n s_m, so σ² = 1. Since L_nm = L_mn, exchanging the names n and m gives

G = Σ_n Σ_m L_nm (x_n x_m − σ x_m²).

The average of the two forms is

G = Σ_n Σ_m L_nm [x_n x_m − (σ/2)(x_n² + x_m²)].

Expanding the square in c_nm and using σ² = 1 shows that the bracket is c_nm. On the diagonal σ = 1 and c_nn = −(x_n − x_n)²/2 = 0, so only n ≠ m remains. Equal signs give c_nm = −(x_n − x_m)²/2, and opposite signs give c_nm = (x_n + x_m)²/2.

## Soft and stiff phonons

For d = w_n − w_m ≠ 0,

L_nm/W = 2/(W² + d²) → 2/d² as W → 0⁺,

W L_nm = 2/(1 + (d/W)²) → 2 as W → ∞.

The sums are finite, so the limits can be taken term by term:

G/W → Σ_{n≠m} 2c_nm/(w_n − w_m)²,

WG → 2 Σ_{n≠m} c_nm.

If positive and negative frequencies are equally many, Σ_n s_n = 0. The pair identity also holds with every L_nm replaced by 1, and then

Σ_{n≠m} c_nm = (Σ_n x_n)² − (Σ_n s_n x_n²)(Σ_m s_m) = (Σ_n x_n)².

So WG → 2(Σ_n x_n)², and G is positive for all sufficiently large W whenever Σ_n x_n ≠ 0.

In isotropic Eliashberg theory with the pairing and mass-renormalisation sums cut off at the same Matsubara frequencies, G(W) evaluated on the gap solution at T_c gives, up to a factor independent of W, the first-order change of T_c when a little spectral weight is added at W. The stiff limit then means W far above the cutoff. If the mass-renormalisation sum over m is instead extended to all Matsubara frequencies before W → ∞, its signs no longer cancel, and for amplitudes that are not all zero the limit of WG is smaller than 2(Σ_n x_n)².

## What the Lean statements say

The index set `ι` is any finite type. `phononKernel W d` is the coupling at frequency transfer d, `phononResponse s w x W` is G(W), and `pairWeight s x n m` is c_nm. The hypothesis `hs` says that each real s_n squares to one, and `hw` that w is injective, meaning that the frequencies are distinct. Sums over `Finset.univ.erase n` run over m ≠ n, so each unordered pair is counted twice.

`phononResponse_pairs_and_limits` states the pair identity and both limits. The last two theorems add `h0`, the balance of signs, which a symmetric Matsubara window satisfies.

The theorems require neither equal spacing of the w_n nor that s_n be the sign of w_n. The amplitudes are arbitrary and do not change with W; no gap equation is solved. The bare term Σ_n |w_n| x_n², Coulomb repulsion and an infinite frequency sum are absent. The positivity result gives no explicit threshold for W.

```lean
import Mathlib

open Filter Topology

namespace EliashbergPhononResponse

noncomputable section

variable {ι : Type*}

/-- The kernel `2W/(W² + d²)` by which a phonon of frequency `W` couples two Matsubara frequencies a
distance `d` apart; the formula is meaningful for `W² + d² ≠ 0`. -/
def phononKernel (W d : ℝ) : ℝ := 2 * W / (W ^ 2 + d ^ 2)

/-- The phonon term, without the prefactor `πT`, in the quadratic form of the linearised Eliashberg
equations for a single phonon frequency `W`, with Matsubara frequencies `w`, their signs `s` and
amplitudes `x`. -/
def phononResponse [Fintype ι] (s w x : ι → ℝ) (W : ℝ) : ℝ :=
  ∑ n, ∑ m, phononKernel W (w n - w m) * (x n * x m - s n * s m * x n ^ 2)

/-- The weight `-(sₙsₘ/2)(xₙ - sₙsₘxₘ)²` of a pair of Matsubara frequencies. -/
def pairWeight (s x : ι → ℝ) (n m : ι) : ℝ :=
  -(s n * s m / 2) * (x n - s n * s m * x m) ^ 2

/-- Two frequencies of equal sign have weight `-(xₙ - xₘ)²/2`, and two of opposite sign have
weight `(xₙ + xₘ)²/2`. -/
theorem pairWeight_of_signs {s : ι → ℝ} (hs : ∀ n, s n ^ 2 = 1) (x : ι → ℝ) (n m : ι) :
    (s n = s m → pairWeight s x n m = -(x n - x m) ^ 2 / 2) ∧
    (s n = -s m → pairWeight s x n m = (x n + x m) ^ 2 / 2) := by
  constructor
  · intro h
    have h1 : s n * s m = 1 := by rw [h, ← sq, hs]
    rw [pairWeight, h1]
    ring
  · intro h
    have h1 : s n * s m = -1 := by rw [h, neg_mul, ← sq, hs]
    rw [pairWeight, h1]
    ring

/-- For any symmetric coupling `K`, the phonon term of the Eliashberg quadratic form is the sum of
`K` times the pair weight over ordered pairs of distinct frequencies. -/
theorem sum_eq_pairWeight [Fintype ι] [DecidableEq ι] {s : ι → ℝ} (hs : ∀ n, s n ^ 2 = 1)
    (x : ι → ℝ) (K : ι → ι → ℝ) (hK : ∀ n m, K n m = K m n) :
    ∑ n, ∑ m, K n m * (x n * x m - s n * s m * x n ^ 2) =
      ∑ n, ∑ m ∈ Finset.univ.erase n, K n m * pairWeight s x n m := by
  -- exchange the names of the two frequencies
  have hswap : ∑ n, ∑ m, K n m * (x n * x m - s n * s m * x n ^ 2) =
      ∑ n, ∑ m, K n m * (x n * x m - s n * s m * x m ^ 2) := by
    refine Finset.sum_comm.trans ?_
    refine Finset.sum_congr rfl fun n _ => Finset.sum_congr rfl fun m _ => ?_
    rw [hK m n]
    ring
  -- add both forms and complete the square
  have hsum : ∑ n, ∑ m, K n m * (x n * x m - s n * s m * x n ^ 2) +
      ∑ n, ∑ m, K n m * (x n * x m - s n * s m * x m ^ 2) =
      2 * ∑ n, ∑ m, K n m * pairWeight s x n m := by
    rw [← Finset.sum_add_distrib, Finset.mul_sum]
    refine Finset.sum_congr rfl fun n _ => ?_
    rw [← Finset.sum_add_distrib, Finset.mul_sum]
    refine Finset.sum_congr rfl fun m _ => ?_
    have h1 : (s n * s m) ^ 2 = 1 := by rw [mul_pow, hs, hs, one_mul]
    unfold pairWeight
    linear_combination (K n m * (s n * s m) * x m ^ 2 - 2 * K n m * x n * x m) * h1
  have hall : ∑ n, ∑ m, K n m * (x n * x m - s n * s m * x n ^ 2) =
      ∑ n, ∑ m, K n m * pairWeight s x n m := by linarith
  rw [hall]
  -- the diagonal weight vanishes
  refine Finset.sum_congr rfl fun n _ => (Finset.sum_erase _ ?_).symm
  rw [(pairWeight_of_signs hs x n n).1 rfl]
  ring

/-- As `W → 0⁺`, the kernel at nonzero frequency transfer `d`, divided by `W`, tends to `2/d²`. -/
theorem phononKernel_soft {d : ℝ} (hd : d ≠ 0) :
    Tendsto (fun W => phononKernel W d / W) (𝓝[>] 0) (𝓝 (2 / d ^ 2)) := by
  have hc : ContinuousAt (fun W : ℝ => 2 / (W ^ 2 + d ^ 2)) 0 :=
    ContinuousAt.div (by fun_prop) (by fun_prop) (by positivity)
  have h0 : Tendsto (fun W : ℝ => 2 / (W ^ 2 + d ^ 2)) (𝓝[>] 0) (𝓝 (2 / d ^ 2)) := by
    have h := hc.tendsto.mono_left (nhdsWithin_le_nhds (s := Set.Ioi 0))
    have e : (2 : ℝ) / (0 ^ 2 + d ^ 2) = 2 / d ^ 2 := by norm_num
    rwa [e] at h
  refine h0.congr' ?_
  filter_upwards [self_mem_nhdsWithin] with W hW
  have hW' : W ≠ 0 := (Set.mem_Ioi.mp hW).ne'
  have h1 : W ^ 2 + d ^ 2 ≠ 0 := by positivity
  unfold phononKernel
  field_simp

/-- For a stiff phonon the kernel falls off as `2/W`, whatever the frequency transfer. -/
theorem phononKernel_stiff (d : ℝ) :
    Tendsto (fun W => W * phononKernel W d) atTop (𝓝 2) := by
  have h : Tendsto (fun W : ℝ => d / W) atTop (𝓝 0) :=
    tendsto_const_nhds.div_atTop tendsto_id
  have h2 : Tendsto (fun W : ℝ => 2 / (1 + (d / W) ^ 2)) atTop (𝓝 (2 / (1 + 0 ^ 2))) :=
    tendsto_const_nhds.div ((h.pow 2).const_add 1) (by norm_num)
  have e : (2 : ℝ) / (1 + 0 ^ 2) = 2 := by norm_num
  rw [e] at h2
  refine h2.congr' ?_
  filter_upwards [eventually_gt_atTop 0] with W hW
  have h1 : W ^ 2 + d ^ 2 ≠ 0 := by positivity
  have h3 : 1 + (d / W) ^ 2 = (W ^ 2 + d ^ 2) / W ^ 2 := by field_simp
  rw [h3]
  unfold phononKernel
  field_simp

/-- The response to a phonon of frequency `W` is a sum over pairs of distinct Matsubara
frequencies; divided by `W` it has a finite limit as `W → 0⁺`, and multiplied by `W` it has a
finite limit as `W → ∞`. -/
theorem phononResponse_pairs_and_limits [Fintype ι] [DecidableEq ι] {s w : ι → ℝ}
    (hs : ∀ n, s n ^ 2 = 1) (hw : Function.Injective w) (x : ι → ℝ) :
    (∀ W, phononResponse s w x W = ∑ n, ∑ m ∈ Finset.univ.erase n,
      phononKernel W (w n - w m) * pairWeight s x n m) ∧
    Tendsto (fun W => phononResponse s w x W / W) (𝓝[>] 0)
      (𝓝 (∑ n, ∑ m ∈ Finset.univ.erase n, 2 / (w n - w m) ^ 2 * pairWeight s x n m)) ∧
    Tendsto (fun W => W * phononResponse s w x W) atTop
      (𝓝 (2 * ∑ n, ∑ m ∈ Finset.univ.erase n, pairWeight s x n m)) := by
  have e : ∀ W, phononResponse s w x W = ∑ n, ∑ m ∈ Finset.univ.erase n,
      phononKernel W (w n - w m) * pairWeight s x n m := fun W =>
    sum_eq_pairWeight hs x (fun n m => phononKernel W (w n - w m)) fun n m => by
      unfold phononKernel
      rw [show (w n - w m) ^ 2 = (w m - w n) ^ 2 by ring]
  refine ⟨e, ?_, ?_⟩
  · have h : Tendsto (fun W => ∑ n, ∑ m ∈ Finset.univ.erase n,
        phononKernel W (w n - w m) / W * pairWeight s x n m) (𝓝[>] 0)
        (𝓝 (∑ n, ∑ m ∈ Finset.univ.erase n, 2 / (w n - w m) ^ 2 * pairWeight s x n m)) :=
      tendsto_finsetSum _ fun n _ => tendsto_finsetSum _ fun m hm =>
        (phononKernel_soft (sub_ne_zero.mpr fun h =>
          Finset.ne_of_mem_erase hm (hw h).symm)).mul_const _
    refine h.congr fun W => ?_
    rw [e, Finset.sum_div]
    refine Finset.sum_congr rfl fun n _ => ?_
    rw [Finset.sum_div]
    exact Finset.sum_congr rfl fun m _ => by ring
  · have h : Tendsto (fun W => ∑ n, ∑ m ∈ Finset.univ.erase n,
        W * phononKernel W (w n - w m) * pairWeight s x n m) atTop
        (𝓝 (∑ n, ∑ m ∈ Finset.univ.erase n, 2 * pairWeight s x n m)) :=
      tendsto_finsetSum _ fun n _ => tendsto_finsetSum _ fun m _ =>
        (phononKernel_stiff _).mul_const _
    simp only [Finset.mul_sum]
    refine h.congr fun W => ?_
    rw [e]
    simp only [Finset.mul_sum, mul_assoc]

/-- If positive and negative Matsubara frequencies are equally many, the pair weights, summed over
ordered pairs of distinct frequencies, add up to the square of the summed amplitude. -/
theorem sum_pairWeight_balanced [Fintype ι] [DecidableEq ι] {s : ι → ℝ}
    (hs : ∀ n, s n ^ 2 = 1) (h0 : ∑ n, s n = 0) (x : ι → ℝ) :
    ∑ n, ∑ m ∈ Finset.univ.erase n, pairWeight s x n m = (∑ n, x n) ^ 2 := by
  have h := sum_eq_pairWeight hs x (fun _ _ => 1) (fun _ _ => rfl)
  simp only [one_mul] at h
  have h1 : ∑ n, ∑ m, x n * x m = (∑ n, x n) ^ 2 := by rw [sq, Finset.sum_mul_sum]
  have h2 : ∑ n, ∑ m, s n * s m * x n ^ 2 = 0 := Finset.sum_eq_zero fun n _ => by
    calc ∑ m, s n * s m * x n ^ 2 = s n * x n ^ 2 * ∑ m, s m := by
          rw [Finset.mul_sum]
          exact Finset.sum_congr rfl fun m _ => by ring
      _ = 0 := by rw [h0, mul_zero]
  rw [← h]
  simp only [Finset.sum_sub_distrib]
  rw [h1, h2, sub_zero]

/-- With equally many positive and negative Matsubara frequencies and a nonzero summed amplitude,
the response is positive for every sufficiently stiff phonon. -/
theorem phononResponse_pos_of_stiff [Fintype ι] [DecidableEq ι] {s w : ι → ℝ}
    (hs : ∀ n, s n ^ 2 = 1) (hw : Function.Injective w) (h0 : ∑ n, s n = 0)
    {x : ι → ℝ} (hx : ∑ n, x n ≠ 0) :
    ∀ᶠ W in atTop, 0 < phononResponse s w x W := by
  have h := (phononResponse_pairs_and_limits hs hw x).2.2
  rw [sum_pairWeight_balanced hs h0] at h
  have hpos : 0 < 2 * (∑ n, x n) ^ 2 := by positivity
  filter_upwards [h.eventually (lt_mem_nhds hpos), eventually_gt_atTop 0] with W h1 hW
  exact (mul_pos_iff_of_pos_left hW).mp h1

end

end EliashbergPhononResponse
```

```lean
#print axioms EliashbergPhononResponse.phononResponse_pairs_and_limits
-- 'EliashbergPhononResponse.phononResponse_pairs_and_limits' depends on axioms: [propext, Classical.choice, Quot.sound]
#print axioms EliashbergPhononResponse.phononResponse_pos_of_stiff
-- 'EliashbergPhononResponse.phononResponse_pos_of_stiff' depends on axioms: [propext, Classical.choice, Quot.sound]
```

## How the proof follows the calculation

`sum_eq_pairWeight` treats any symmetric coupling `K`. Its step `hswap` exchanges the indices with `Finset.sum_comm`; `hsum` adds the two forms, with `linear_combination` supplying (s_n s_m)² = 1; `Finset.sum_erase` removes the vanishing diagonal, using `pairWeight_of_signs`.

`phononKernel_soft` uses continuity of 2/(W² + d²) at W = 0, and `phononKernel_stiff` uses d/W → 0. The main theorem combines these limits with `tendsto_finsetSum`. Injectivity enters only in the soft limit, where it gives w_n − w_m ≠ 0.

`sum_pairWeight_balanced` applies the pair identity with `K` equal to 1. `phononResponse_pos_of_stiff` then notes that WG has a positive limit, hence is eventually positive, and uses W > 0 to conclude the same for G.
